# Exchange on a k-mesh with a truncated Coulomb kernel converges exponentially for an exponentially localised density matrix on a chain

## Definitions and conventions

Let $\rho:\mathbb Z\to\mathbb R$ be the density matrix of an infinite chain with one orbital per cell, as a function of the separation $R$ in lattice constants. Throughout, $\gamma>0$ (`hγ`). Except in (j), where $\rho$ is given explicitly, we assume `hρ`:

$$|\rho(R)|\le C e^{-\gamma|R|}.$$

This decay is modelled on the localisation found in an insulator; it is not derived from a Hamiltonian. With a single orthonormal orbital per cell, a filled band has $\rho(R)=0$ for $R\ne0$, so a nonzero tail is better read as the part of a many-orbital density matrix that belongs to one orbital per cell. At $R=0$ the assumed bound gives $C\ge 0$.

```lean
import Mathlib

namespace ExactExchangeMesh

noncomputable section
```

Sampling the Bloch sum at $k=2\pi j/N$, $j=0,\dots,N-1$, folds $\rho$ into $\rho_N(R)=\sum_m\rho(R+mN)$, which the code takes as the definition.

```lean
/-- The density matrix of an `N`-point k-mesh: the sum of `ρ` over all supercell images of `R`. -/
def foldedDensity (ρ : ℤ → ℝ) (N : ℕ) (R : ℤ) : ℝ := ∑' m : ℤ, ρ (R + m * N)
```

The kernel is $v(R)=1/|R|$ with $v(0)=0$. In the exchange sum of the k-mesh, but not in that of the infinite chain, it is truncated to the window $W_N=\{R: 2|R|<N\}$.

```lean
/-- The Coulomb kernel `1/|R|` between lattice sites, with the on-site term `R = 0` left out. -/
def coulomb (R : ℤ) : ℝ := if R = 0 then 0 else 1 / |(R : ℝ)|

/-- The sites with `|R| < N/2`, to which the exchange sum of the k-mesh is restricted. -/
def window (N : ℕ) : Finset ℤ := (Finset.Ioo (-(N : ℤ)) N).filter (fun R => 2 * |R| < N)
```

The exchange sums per cell, without sign, charge or spin factors, are $X=\sum_R v\rho^2$ and $X_N=\sum_{R\in W_N}v\rho_N^2$. This is a model of exchange: only the Coulomb integrals between the densities of two different sites are kept, each replaced by its point-charge value.

```lean
/-- The exchange sum of the infinite crystal, `ρ(R)²/|R|` over all nonzero `R`. -/
def exchange (ρ : ℤ → ℝ) : ℝ := ∑' R : ℤ, coulomb R * ρ R ^ 2

/-- The exchange sum of the k-mesh, `ρ_N(R)²/|R|` over `0 < |R| < N/2`. -/
def meshExchange (ρ : ℤ → ℝ) (N : ℕ) : ℝ :=
  ∑ R ∈ window N, coulomb R * foldedDensity ρ N R ^ 2
```

The bounds use $h(N)=\sum_{R\in W_N}v(R)$, $S=\sum_m e^{-\gamma|m|}$ and $A=Ce^{\gamma}S$. Part (j) uses $\rho(R)=e^{-\gamma|R|}$ as a mathematical test case. It is not a physical density matrix for one spin, since its occupation at $k=0$ is $\sum_R\rho(R)=S>1$. Dividing $\rho$ by $S$ brings all occupations between 0 and 1, and divides $X$ and $X_N$ by $S^2$.

```lean
/-- The sum of `1/|R|` over `0 < |R| < N/2`. -/
def coulombSum (N : ℕ) : ℝ := ∑ R ∈ window N, coulomb R

/-- The lattice sum of `exp(-γ|m|)` over all integers `m`, for `γ > 0`. -/
def decaySum (γ : ℝ) : ℝ := ∑' m : ℤ, Real.exp (-γ * |(m : ℝ)|)

/-- The amplitude `C exp(γ) ∑ exp(-γ|m|)` used to bound the supercell images, for `γ > 0`. -/
def imageAmplitude (C γ : ℝ) : ℝ := C * Real.exp γ * decaySum γ

/-- The function `exp(-γ|R|)` of the lattice separation `R`. -/
def exponentialDensity (γ : ℝ) (R : ℤ) : ℝ := Real.exp (-γ * |(R : ℝ)|)
```

Lean assigns 0 to a divergent `∑'`, so convergence is proved separately in (a), (c) and (g).

## (a) The two-sided exponential

Show that $\sum_{m\in\mathbb Z}e^{-\gamma|m|}<\infty$.

Each half-line gives a geometric series of ratio $e^{-\gamma}<1$. `Summable.of_nat_of_neg` joins the halves.

```lean
variable {ρ : ℤ → ℝ} {C γ : ℝ} {N : ℕ}

/-- An exponential decaying in both directions is summable over the lattice. -/
theorem summable_decay (hγ : 0 < γ) : Summable fun m : ℤ => Real.exp (-γ * |(m : ℝ)|) := by
  have h : Summable fun n : ℕ => Real.exp (-γ * (n : ℝ)) :=
    (Real.summable_exp_nat_mul_iff.mpr (neg_lt_zero.mpr hγ)).congr fun n => by rw [mul_comm]
  exact Summable.of_nat_of_neg
    (by simpa only [Int.cast_natCast, Nat.abs_cast] using h)
    (by simpa only [Int.cast_neg, Int.cast_natCast, abs_neg, Nat.abs_cast] using h)
```

## (b) Distance of an image

Show that $|m|N-|R|\le|R+mN|$.

By the triangle inequality, $|mN|=|(R+mN)-R|\le|R+mN|+|R|$.

```lean
/-- The `m`-th supercell image of `R` lies at least `|m|N - |R|` from the origin. -/
theorem image_distance (N : ℕ) (R m : ℤ) :
    |(m : ℝ)| * N - |(R : ℝ)| ≤ |((R + m * N : ℤ) : ℝ)| := by
  have h := abs_sub_abs_le_abs_sub ((m : ℝ) * N) (-(R : ℝ))
  rw [abs_neg, abs_mul, Nat.abs_cast, sub_neg_eq_add] at h
  push_cast
  rw [add_comm (R : ℝ)]
  exact h
```

## (c) Convergence of the folding

For $N\ge1$, show that $\sum_m|\rho(R+mN)|<\infty$.

By (b), $|R+mN|\ge|m|-|R|$, so each term is at most $Ce^{\gamma|R|}e^{-\gamma|m|}$. Compare with (a).

```lean
/-- The sum over supercell images that defines the k-mesh density matrix converges. -/
theorem summable_images (hγ : 0 < γ) (hρ : ∀ R : ℤ, |ρ R| ≤ C * Real.exp (-γ * |(R : ℝ)|))
    (hN : 1 ≤ N) (R : ℤ) : Summable fun m : ℤ => ρ (R + m * N) := by
  have hC : 0 ≤ C := by simpa using (abs_nonneg _).trans (hρ 0)
  have hN1 : (1 : ℝ) ≤ N := by exact_mod_cast hN
  refine Summable.of_norm_bounded
    (g := fun m : ℤ => C * Real.exp (γ * |(R : ℝ)|) * Real.exp (-γ * |(m : ℝ)|))
    ((summable_decay hγ).mul_left _) fun m => ?_
  simp only [Real.norm_eq_abs]
  rw [mul_assoc, ← Real.exp_add]
  refine (hρ _).trans (mul_le_mul_of_nonneg_left (Real.exp_le_exp.mpr ?_) hC)
  have hX : |(m : ℝ)| - |(R : ℝ)| ≤ |((R + m * N : ℤ) : ℝ)| := by
    nlinarith [image_distance N R m, mul_nonneg (abs_nonneg (m : ℝ)) (sub_nonneg.2 hN1)]
  nlinarith [mul_le_mul_of_nonneg_left hX hγ.le]
```

## (d) Folding error

For $N\ge1$, show that $|\rho_N(R)-\rho(R)|\le Ae^{-\gamma(N-|R|)}$.

The image $m=0$ is $\rho(R)$ itself. For $m\ne0$, $(|m|-1)(N-1)\ge0$ gives $|m|N\ge N+|m|-1$, so by (b) $|R+mN|\ge N-|R|+|m|-1$ and

$$|\rho(R+mN)|\le Ce^{\gamma}e^{-\gamma(N-|R|)}e^{-\gamma|m|}.$$

Sum over $m$. In Lean, `hpt` is this termwise bound and `hsplit` separates $m=0$.

```lean
/-- The k-mesh density matrix differs from the exact one by at most a constant times
`exp(-γ(N - |R|))`. -/
theorem folding_error (hγ : 0 < γ) (hρ : ∀ R : ℤ, |ρ R| ≤ C * Real.exp (-γ * |(R : ℝ)|))
    (hN : 1 ≤ N) (R : ℤ) :
    |foldedDensity ρ N R - ρ R| ≤ imageAmplitude C γ * Real.exp (-γ * (N - |(R : ℝ)|)) := by
  have hC : 0 ≤ C := by simpa using (abs_nonneg _).trans (hρ 0)
  have hN1 : (1 : ℝ) ≤ N := by exact_mod_cast hN
  have hpt : ∀ m : ℤ, ‖(if m = 0 then (0 : ℝ) else ρ (R + m * N))‖ ≤
      C * Real.exp γ * Real.exp (-γ * (N - |(R : ℝ)|)) * Real.exp (-γ * |(m : ℝ)|) := by
    intro m
    by_cases hm : m = 0
    · rw [if_pos hm, norm_zero]
      positivity
    · have hm1 : (1 : ℝ) ≤ |(m : ℝ)| := by exact_mod_cast Int.one_le_abs hm
      rw [if_neg hm, Real.norm_eq_abs, mul_assoc, mul_assoc, ← Real.exp_add, ← Real.exp_add]
      refine (hρ _).trans (mul_le_mul_of_nonneg_left (Real.exp_le_exp.mpr ?_) hC)
      have hX : N - |(R : ℝ)| + |(m : ℝ)| - 1 ≤ |((R + m * N : ℤ) : ℝ)| := by
        nlinarith [image_distance N R m, mul_nonneg (sub_nonneg.2 hm1) (sub_nonneg.2 hN1)]
      nlinarith [mul_le_mul_of_nonneg_left hX hγ.le]
  have hb := tsum_of_norm_bounded ((summable_decay hγ).hasSum.mul_left _) hpt
  -- the image `m = 0` is the exact density matrix
  have hsplit := (summable_images hγ hρ hN R).tsum_eq_add_tsum_ite 0
  unfold foldedDensity
  rw [hsplit, zero_mul, add_zero, add_sub_cancel_left]
  refine hb.trans (le_of_eq ?_)
  unfold imageAmplitude decaySum
  ring
```

## (e) Size of the kernel

Show that $0\le v(R)\le1$.

A nonzero integer has $|R|\ge1$, and $v(0)=0$.

```lean
/-- The lattice Coulomb kernel lies between 0 and 1. -/
theorem coulomb_bounds (R : ℤ) : 0 ≤ coulomb R ∧ coulomb R ≤ 1 := by
  unfold coulomb
  split_ifs with h
  · norm_num
  · have h1 : (1 : ℝ) ≤ |(R : ℝ)| := by exact_mod_cast Int.one_le_abs h
    exact ⟨by positivity, (div_le_one (by linarith)).mpr h1⟩
```

## (f) Size of an exchange term

Show that $v(R)\rho(R)^2\le C^2e^{-2\gamma|R|}$.

Square the decay hypothesis and use $v\le1$.

```lean
/-- If `|ρ(R)| ≤ C exp(-γ|R|)` for all `R`, each term of the exchange sum is at most `C²
exp(-2γ|R|)`. -/
theorem exchange_term_bound (hρ : ∀ R : ℤ, |ρ R| ≤ C * Real.exp (-γ * |(R : ℝ)|)) (R : ℤ) :
    coulomb R * ρ R ^ 2 ≤ C ^ 2 * Real.exp (-γ * (2 * |(R : ℝ)|)) := by
  have e : C ^ 2 * Real.exp (-γ * (2 * |(R : ℝ)|)) = (C * Real.exp (-γ * |(R : ℝ)|)) ^ 2 := by
    rw [mul_pow, sq (Real.exp _), ← Real.exp_add]
    ring_nf
  rw [e, ← sq_abs (ρ R)]
  exact (mul_le_of_le_one_left (sq_nonneg _) (coulomb_bounds R).2).trans
    (pow_le_pow_left₀ (abs_nonneg _) (hρ R) 2)
```

## (g) The tail outside the window

Let $T_N=\sum_{R\in W_N}v\rho^2$. Show that the series for $X$ converges and

$$T_N\le X\le T_N+2C^2Se^{-\gamma N}.$$

Convergence follows from (f) and (a), and the lower bound from nonnegative terms. For the upper bound let $k=\lfloor N/2\rfloor$, here an integer shift and not a wavevector. Outside the window $|R|\ge N/2$, hence $|R|\ge N-k$ for integer $R$. If $R\ge0$, then $|R-k|=R-k\le2R-N$, so

$$e^{-2\gamma|R|}\le e^{-\gamma N}e^{-\gamma|R-k|}.$$

For $R\le0$ replace $R-k$ by $R+k$. Bound each outside term by both shifted exponentials together; each sums to $S$ (`shift`).

```lean
/-- The exact exchange sum converges, and its part from `|R| ≥ N/2` is nonnegative and at most
a constant times `exp(-γN)`. -/
theorem exchange_tail (hγ : 0 < γ) (hρ : ∀ R : ℤ, |ρ R| ≤ C * Real.exp (-γ * |(R : ℝ)|))
    (N : ℕ) : Summable (fun R : ℤ => coulomb R * ρ R ^ 2) ∧
      ∑ R ∈ window N, coulomb R * ρ R ^ 2 ≤ exchange ρ ∧
      exchange ρ ≤ ∑ R ∈ window N, coulomb R * ρ R ^ 2
        + 2 * C ^ 2 * decaySum γ * Real.exp (-γ * N) := by
  have h0 : ∀ R : ℤ, 0 ≤ coulomb R * ρ R ^ 2 := fun R =>
    mul_nonneg (coulomb_bounds R).1 (sq_nonneg _)
  have hsum : Summable (fun R : ℤ => coulomb R * ρ R ^ 2) :=
    Summable.of_nonneg_of_le h0 (fun R => (exchange_term_bound hρ R).trans
      (mul_le_mul_of_nonneg_left (Real.exp_le_exp.2
        (by nlinarith [mul_nonneg hγ.le (abs_nonneg (R : ℝ))])) (sq_nonneg C)))
      ((summable_decay hγ).mul_left (C ^ 2))
  refine ⟨hsum, hsum.sum_le_tsum _ (fun R _ => h0 R), ?_⟩
  have shift : ∀ k : ℤ, HasSum (fun R : ℤ => Real.exp (-γ * |((R + k : ℤ) : ℝ)|))
      (decaySum γ) := by
    intro k
    have h := (Equiv.addRight k).hasSum_iff.mpr (summable_decay hγ).hasSum
    exact h
  have hW : HasSum (fun R : ℤ => if R ∈ window N then coulomb R * ρ R ^ 2 else 0)
      (∑ R ∈ window N, coulomb R * ρ R ^ 2) := by
    have e : ∑ R ∈ window N, (if R ∈ window N then coulomb R * ρ R ^ 2 else 0) =
        ∑ R ∈ window N, coulomb R * ρ R ^ 2 := Finset.sum_congr rfl fun R hR => if_pos hR
    rw [← e]
    exact hasSum_sum_of_ne_finset_zero fun R hR => if_neg hR
  obtain ⟨k, hk1, hk2⟩ : ∃ k : ℤ, 2 * k ≤ N ∧ N ≤ 2 * k + 1 := ⟨N / 2, by omega, by omega⟩
  -- outside the window, compare with exponentials centred at `k` and `-k`
  have hpt : ∀ R : ℤ, coulomb R * ρ R ^ 2 ≤
      (if R ∈ window N then coulomb R * ρ R ^ 2 else 0) + C ^ 2 * Real.exp (-γ * N) *
        (Real.exp (-γ * |((R + k : ℤ) : ℝ)|) + Real.exp (-γ * |((R + -k : ℤ) : ℝ)|)) := by
    intro R
    by_cases hR : R ∈ window N
    · rw [if_pos hR]
      exact le_add_of_nonneg_right (by positivity)
    have hfar : (N : ℤ) ≤ 2 * |R| := by
      by_contra hlt
      have hlt' := not_le.mp hlt
      exact hR (Finset.mem_filter.mpr ⟨Finset.mem_Ioo.mpr
        ⟨by linarith [neg_abs_le R, abs_nonneg R], by linarith [le_abs_self R, abs_nonneg R]⟩,
        hlt'⟩)
    have key : ∀ x : ℝ, x ≤ 2 * |(R : ℝ)| - N →
        Real.exp (-γ * (2 * |(R : ℝ)|)) ≤ Real.exp (-γ * N) * Real.exp (-γ * x) := by
      intro x hx
      rw [← Real.exp_add]
      exact Real.exp_le_exp.2 (by nlinarith [mul_le_mul_of_nonneg_left hx hγ.le])
    have hE : Real.exp (-γ * (2 * |(R : ℝ)|)) ≤ Real.exp (-γ * N) *
        (Real.exp (-γ * |((R + k : ℤ) : ℝ)|) + Real.exp (-γ * |((R + -k : ℤ) : ℝ)|)) := by
      rcases le_total 0 R with h | h
      · have hi : |R + -k| ≤ 2 * |R| - N := by
          rw [abs_of_nonneg h] at hfar ⊢
          exact abs_le.mpr ⟨by omega, by omega⟩
        have hr : |((R + -k : ℤ) : ℝ)| ≤ 2 * |(R : ℝ)| - N := by exact_mod_cast hi
        exact (key _ hr).trans (mul_le_mul_of_nonneg_left
          (le_add_of_nonneg_left (Real.exp_pos _).le) (Real.exp_pos _).le)
      · have hi : |R + k| ≤ 2 * |R| - N := by
          rw [abs_of_nonpos h] at hfar ⊢
          exact abs_le.mpr ⟨by omega, by omega⟩
        have hr : |((R + k : ℤ) : ℝ)| ≤ 2 * |(R : ℝ)| - N := by exact_mod_cast hi
        exact (key _ hr).trans (mul_le_mul_of_nonneg_left
          (le_add_of_nonneg_right (Real.exp_pos _).le) (Real.exp_pos _).le)
    rw [if_neg hR, zero_add, mul_assoc]
    exact (exchange_term_bound hρ R).trans (mul_le_mul_of_nonneg_left hE (sq_nonneg C))
  have h := hasSum_le hpt hsum.hasSum
    (hW.add (((shift k).add (shift (-k))).mul_left (C ^ 2 * Real.exp (-γ * N))))
  exact h.trans (le_of_eq (by ring))
```

## (h) Explicit error bound

For $N\ge1$, show that

$$|X_N-X|\le\big[A(2C+A)h(N)+2C^2S\big]e^{-\gamma N}.$$

Put $\delta=\rho_N-\rho$, so $\rho_N^2-\rho^2=\delta(2\rho+\delta)$. In the window $N-|R|>|R|$, so (d) gives $|\delta|\le Ae^{-\gamma|R|}$ and hence $|2\rho+\delta|\le(2C+A)e^{-\gamma|R|}$. Keeping the sharper (d) for the first factor, the exponents add to $-\gamma N$ (`hprod`):

$$|\rho_N^2-\rho^2|\le A(2C+A)e^{-\gamma N}.$$

Multiply by $v$, sum over the window, and add the tail from (g).

```lean
/-- Explicit bound on the k-mesh error of the exchange sum: `exp(-γN)` times a prefactor linear
in the sum of `1/|R|` over the window. -/
theorem mesh_exchange_error (hγ : 0 < γ)
    (hρ : ∀ R : ℤ, |ρ R| ≤ C * Real.exp (-γ * |(R : ℝ)|)) (hN : 1 ≤ N) :
    |meshExchange ρ N - exchange ρ| ≤
      (imageAmplitude C γ * (2 * C + imageAmplitude C γ) * coulombSum N
        + 2 * C ^ 2 * decaySum γ) * Real.exp (-γ * N) := by
  have hC : 0 ≤ C := by simpa using (abs_nonneg _).trans (hρ 0)
  have hA : 0 ≤ imageAmplitude C γ := by
    unfold imageAmplitude decaySum
    exact mul_nonneg (mul_nonneg hC (Real.exp_pos _).le) (tsum_nonneg fun _ => (Real.exp_pos _).le)
  have hp : ∀ R ∈ window N, |coulomb R * foldedDensity ρ N R ^ 2 - coulomb R * ρ R ^ 2| ≤
      coulomb R * (imageAmplitude C γ * (2 * C + imageAmplitude C γ) * Real.exp (-γ * N)) := by
    intro R hR
    have hR2 : 2 * |(R : ℝ)| < N := by exact_mod_cast (Finset.mem_filter.mp hR).2
    have hd := folding_error hγ hρ hN R
    have hE : Real.exp (-γ * (N - |(R : ℝ)|)) ≤ Real.exp (-γ * |(R : ℝ)|) :=
      Real.exp_le_exp.2 (by nlinarith [mul_le_mul_of_nonneg_left hR2.le hγ.le])
    have hprod : Real.exp (-γ * (N - |(R : ℝ)|)) * Real.exp (-γ * |(R : ℝ)|)
        = Real.exp (-γ * N) := by
      rw [← Real.exp_add]
      congr 1
      ring
    obtain ⟨a1, a2⟩ := abs_le.mp (hρ R)
    obtain ⟨b1, b2⟩ := abs_le.mp (hd.trans (mul_le_mul_of_nonneg_left hE hA))
    have h2 : |2 * ρ R + (foldedDensity ρ N R - ρ R)| ≤
        (2 * C + imageAmplitude C γ) * Real.exp (-γ * |(R : ℝ)|) :=
      abs_le.mpr ⟨by linarith, by linarith⟩
    rw [← mul_sub, abs_mul, abs_of_nonneg (coulomb_bounds R).1]
    refine mul_le_mul_of_nonneg_left ?_ (coulomb_bounds R).1
    -- the decay of the image error and of the density combine to `exp(-γN)`
    rw [show foldedDensity ρ N R ^ 2 - ρ R ^ 2 = (foldedDensity ρ N R - ρ R) *
      (2 * ρ R + (foldedDensity ρ N R - ρ R)) by ring, abs_mul, ← hprod]
    exact (mul_le_mul hd h2 (abs_nonneg _) (mul_nonneg hA (Real.exp_pos _).le)).trans
      (le_of_eq (by ring))
  have hs : |∑ R ∈ window N, coulomb R * foldedDensity ρ N R ^ 2
      - ∑ R ∈ window N, coulomb R * ρ R ^ 2| ≤ coulombSum N *
        (imageAmplitude C γ * (2 * C + imageAmplitude C γ) * Real.exp (-γ * N)) := by
    rw [← Finset.sum_sub_distrib, coulombSum, Finset.sum_mul]
    exact (Finset.abs_sum_le_sum_abs _ _).trans (Finset.sum_le_sum hp)
  obtain ⟨_, t1, t2⟩ := exchange_tail hγ hρ N
  obtain ⟨s1, s2⟩ := abs_le.mp hs
  unfold meshExchange
  exact abs_le.mpr ⟨by linarith, by linarith⟩
```

## (i) One constant for all meshes

Find $K$, independent of $N$, with $|X_N-X|\le KNe^{-\gamma N}$ for all $N\ge1$.

The window has at most $2N$ sites, each with $v\le1$, so $h(N)\le2N$. With $1\le N$, (h) gives $K=2A(2C+A)+2C^2S$. The factor $N$ is not sharp: $h(N)$ grows only like $2\ln N$, so (h) is the better bound for large $N$. For exact exchange in this one-dimensional, one-orbital model with the truncated kernel, the k-mesh error at fixed $\rho$ is thus exponentially small in the number of k-points.

```lean
/-- For an exponentially localised density matrix, the k-mesh exchange sum is within
`K N exp(-γN)` of the exact one, with one constant `K` for all `N ≥ 1`. -/
theorem mesh_exchange_converges (hγ : 0 < γ)
    (hρ : ∀ R : ℤ, |ρ R| ≤ C * Real.exp (-γ * |(R : ℝ)|)) :
    ∃ K : ℝ, ∀ N : ℕ, 1 ≤ N →
      |meshExchange ρ N - exchange ρ| ≤ K * N * Real.exp (-γ * N) := by
  have hC : 0 ≤ C := by simpa using (abs_nonneg _).trans (hρ 0)
  have hS : 0 ≤ decaySum γ := tsum_nonneg fun _ => (Real.exp_pos _).le
  have hA : 0 ≤ imageAmplitude C γ := mul_nonneg (mul_nonneg hC (Real.exp_pos _).le) hS
  have hB : 0 ≤ imageAmplitude C γ * (2 * C + imageAmplitude C γ) :=
    mul_nonneg hA (by linarith)
  have hT : 0 ≤ 2 * C ^ 2 * decaySum γ := mul_nonneg (by positivity) hS
  refine ⟨imageAmplitude C γ * (2 * C + imageAmplitude C γ) * 2 + 2 * C ^ 2 * decaySum γ,
    fun N hN => (mesh_exchange_error hγ hρ hN).trans
      (mul_le_mul_of_nonneg_right ?_ (Real.exp_pos _).le)⟩
  have hN1 : (1 : ℝ) ≤ N := by exact_mod_cast hN
  -- the window has at most `2N` sites, each with kernel at most 1
  have hc : (window N).card ≤ 2 * N :=
    (Finset.card_filter_le _ _).trans (by rw [Int.card_Ioo]; omega)
  have hh : coulombSum N ≤ 2 * N := by
    calc coulombSum N ≤ ∑ R ∈ window N, (1 : ℝ) :=
          Finset.sum_le_sum fun R _ => (coulomb_bounds R).2
      _ = ((window N).card : ℝ) := by simp
      _ ≤ 2 * N := by exact_mod_cast hc
  linarith [mul_le_mul_of_nonneg_left hh hB, mul_le_mul_of_nonneg_left hN1 hT]
```

## (j) A lower bound for the pure exponential

For $\rho(R)=e^{-\gamma|R|}$ and $N\ge1$, show that

$$(2h(N)-2S)e^{-\gamma N}\le X_N-X.$$

For $R$ in the window, some image with $m\ne0$ lies at distance $N-|R|$. All images are positive, so $\rho_N\ge e^{-\gamma|R|}+e^{-\gamma(N-|R|)}$, and squaring gives $\rho_N^2\ge\rho^2+2e^{-\gamma N}$. Multiplying by $v$ and summing gives $X_N\ge T_N+2h(N)e^{-\gamma N}$. By (g) with $C=1$, $T_N\ge X-2Se^{-\gamma N}$. Since $h(N)$ grows without bound, so does the error divided by $e^{-\gamma N}$: the logarithmic growth in (h) does occur for this $\rho$.

```lean
/-- For `ρ(R) = exp(-γ|R|)` the k-mesh exchange sum minus the exact one is at least `(2h - 2S)
exp(-γN)`, where `h` is the sum of `1/|R|` over `0 < |R| < N/2` and `S` is the sum of `exp(-γ|m|)`
over all integers `m`. -/
theorem exponential_error_lower (hγ : 0 < γ) (hN : 1 ≤ N) :
    (2 * coulombSum N - 2 * decaySum γ) * Real.exp (-γ * N) ≤
      meshExchange (exponentialDensity γ) N - exchange (exponentialDensity γ) := by
  have hρ : ∀ R : ℤ, |exponentialDensity γ R| ≤ 1 * Real.exp (-γ * |(R : ℝ)|) := fun R => by
    simp [exponentialDensity]
  have hp : ∀ R ∈ window N, coulomb R * (2 * Real.exp (-γ * N))
      + coulomb R * exponentialDensity γ R ^ 2 ≤
        coulomb R * foldedDensity (exponentialDensity γ) N R ^ 2 := by
    intro R hR
    have hR2 := (Finset.mem_filter.mp hR).2
    -- some image of `R` with `j ≠ 0` lies at distance `N - |R|` from the origin
    obtain ⟨j, hj, hjd⟩ : ∃ j : ℤ, j ≠ 0 ∧ |R + j * N| = N - |R| := by
      rcases le_total 0 R with h | h
      · rw [abs_of_nonneg h] at hR2 ⊢
        have h1 : R + -1 * (N : ℤ) ≤ 0 := by omega
        exact ⟨-1, by norm_num, by rw [abs_of_nonpos h1]; ring⟩
      · rw [abs_of_nonpos h] at hR2 ⊢
        have h1 : 0 ≤ R + 1 * (N : ℤ) := by omega
        exact ⟨1, by norm_num, by rw [abs_of_nonneg h1]; ring⟩
    have hjr : |((R + j * N : ℤ) : ℝ)| = N - |(R : ℝ)| := by exact_mod_cast hjd
    have hF : exponentialDensity γ R + Real.exp (-γ * (N - |(R : ℝ)|)) ≤
        foldedDensity (exponentialDensity γ) N R := by
      have h := (summable_images hγ hρ hN R).sum_le_tsum {0, j}
        (fun m _ => (Real.exp_pos _).le)
      rw [Finset.sum_pair hj.symm, zero_mul, add_zero, hjr] at h
      exact h
    have hpos : 0 < exponentialDensity γ R := Real.exp_pos _
    have hprod : exponentialDensity γ R * Real.exp (-γ * (N - |(R : ℝ)|))
        = Real.exp (-γ * N) := by
      unfold exponentialDensity
      rw [← Real.exp_add]
      congr 1
      ring
    have hsq := pow_le_pow_left₀ (add_pos hpos (Real.exp_pos _)).le hF 2
    rw [← mul_add]
    refine mul_le_mul_of_nonneg_left (le_trans ?_ hsq) (coulomb_bounds R).1
    nlinarith [sq_nonneg (Real.exp (-γ * (N - |(R : ℝ)|)))]
  have hs := Finset.sum_le_sum hp
  rw [Finset.sum_add_distrib, ← Finset.sum_mul] at hs
  obtain ⟨_, _, t2⟩ := exchange_tail hγ hρ N
  unfold meshExchange coulombSum
  linarith

end

end ExactExchangeMesh
```

```lean
#print axioms ExactExchangeMesh.mesh_exchange_converges
-- 'ExactExchangeMesh.mesh_exchange_converges' depends on axioms: [propext, Classical.choice, Quot.sound]
#print axioms ExactExchangeMesh.exponential_error_lower
-- 'ExactExchangeMesh.exponential_error_lower' depends on axioms: [propext, Classical.choice, Quot.sound]
```

## Three k-points by hand

Take $\rho(R)=2^{-|R|}$, so $\gamma=\ln2$ and $C=1$, with $N=3$. This checks the arithmetic only: the occupation at $k=0$ would be 3, which is not physical. The window is $\{-1,0,1\}$, and

$$\rho_3(\pm1)=\frac{1/2+1/4}{1-1/8}=\frac67,\qquad X_3=\frac{72}{49}\approx1.469.$$

The exact sum is $X=2\sum_{n\ge1}4^{-n}/n=2\ln\frac43\approx0.575$, so the error is about $0.894$. With $S=3$, $A=6$ and $h(3)=2$, (j) and (h) give the limits $-0.25$ and $12.75$.

## Screened exchange

The argument for (h) uses only $0\le v\le1$, so it should carry over to $v(R)=\operatorname{erfc}(\mu|R|)/|R|$ for $R\ne0$, with $\mu>0$. There $h(N)$ stays bounded instead of growing logarithmically, and the error is at most a constant times $e^{-\gamma N}$.
